# The image energy of line charges inside a grounded cylinder of unit radius is never positive

## Pair terms of both signs

Written as a sum over pairs, the energy of line charges interacting with the charge they induce on a grounded cylinder does not show its sign. An off-axis charge contributes a negative term with its own image, but two equal charges on opposite sides of the axis contribute positive cross terms. With many charges of both signs, the pair sum alone does not tell whether the total can become positive. Rewriting it as a sum over multipole moments settles this: with the cylinder radius as the unit of length, the total is minus a sum of squares.

## The potential of the induced charge

Let the charges be infinitely long, parallel to the axis, and inside a perfectly conducting cylinder of radius 1. A point of the cross-section is a complex number. In Gaussian units a unit line charge at $w$ has the potential $-2\ln|z-w|$ at $z$. For the potential of the charge it induces on the wall we take, at points with $|z|\le1$,
$$\phi_w(z)=2\ln|1-z\bar w| .$$

On the wall $z\bar z=1$, so $1-z\bar w=z(\bar z-\bar w)$ has modulus $|z-w|$, and the total potential vanishes there. For $w\neq0$,
$$1-z\bar w=-(z-1/\bar w)\,\bar w,\qquad \phi_w(z)=2\ln|z-1/\bar w|+2\ln|w| .$$
This is the potential of an opposite line charge at the inverse point $1/\bar w$, outside the cylinder, plus a constant.

For charges $q_i$ per unit length at $z_i$, the image energy per unit length is half the sum of each charge times the image potential at its place:
$$W=\tfrac12\sum_{i,j}q_iq_j\,\phi_{z_j}(z_i)=\sum_{i,j}q_iq_j\ln|1-z_i\bar z_j| .$$
The terms $i=j$ belong to it, since each charge also feels its own image. The unit of length matters for the sign: it puts the zero of an isolated line charge's potential at a distance of one radius, and another choice would add a constant times the squared total charge.

## What is proved

Let $M_n=\sum_i q_iz_i^n$. For finitely many real $q_i$ and $|z_i|<1$,
$$W=-\sum_{n\ge1}\frac{|M_n|^2}{n}\le 0 .$$
If the positions are distinct, $W=0$ exactly when every charge off the axis is zero.

In Lean, the finite type `ι` labels the charges, `q : ι → ℝ` gives their strengths and `z : ι → ℂ` their positions. The hypothesis `∀ i, ‖z i‖ < 1` places them inside the cylinder, and `Function.Injective z` says that the positions are distinct. In `imagePotential w z` the source comes first and the field point second. The moment $M_n$ is `multipole q z n`, without the factor $1/n$ that some conventions include.

The main theorem, `hasSum_imageEnergy`, uses `HasSum`, which states that the series converges and names its sum, here `-imageEnergy q z`. Lean counts from $n=0$, so its $n$-th term is the squared modulus of the moment of order $n+1$, divided by $n+1$.

The wall condition and the inverse-point formula are theorems too. What links the formula to a real wall is the uniqueness of the solution of Laplace's equation with given boundary values, which is taken from electrostatics here.

In a two-dimensional simulation with finitely many line charges in such a cylinder, the moments give a second route to the image energy, with one sum over charges for each order.

## From the logarithm to a sum of squares

For $|u|<1$, the real part of the Taylor series of $-\ln(1-u)$ is
$$-\ln|1-u|=\sum_{n\ge1}\frac{\operatorname{Re}u^n}{n}.$$
Since $|z_i\bar z_j|<1$, we may set $u=z_i\bar z_j$. Multiplying by $q_iq_j$ and adding over the finitely many pairs gives
$$-W=\sum_{n\ge1}\frac1n\sum_{i,j}q_iq_j\operatorname{Re}(z_i\bar z_j)^n .$$
The inner sum is a squared modulus, because the charges are real:
$$|M_n|^2=M_n\overline{M_n}=\sum_{i,j}q_iq_j(z_i\bar z_j)^n .$$
The left side is real, so taking real parts on the right changes nothing. This proves the identity, and the sign follows.

Now let $W=0$. A vanishing sum of nonnegative terms has only zero terms, so $M_n=0$ for all $n\ge1$. For a polynomial $P(x)=\sum_m a_mx^m$ this gives
$$\sum_i q_iz_iP(z_i)=\sum_m a_mM_{m+1}=0 .$$
Choose $P(x)=\prod_{j\ne k}(x-z_j)$, which is 1 if there is only one charge. Only the $k$-th term survives:
$$q_kz_k\prod_{j\ne k}(z_k-z_j)=0 .$$
The positions are distinct, so the product is nonzero, and $z_k\ne0$ forces $q_k=0$.

Conversely, suppose that every off-axis charge is zero. In each term of $W$, either $z_i=0$ and the logarithm is $\ln1=0$, or $q_i=0$.

## The Lean file

```lean
import Mathlib

open ComplexConjugate

namespace GroundedCylinder

noncomputable section

variable {ι : Type*} [Fintype ι]

/-- Potential at `z`, inside a grounded cylinder of radius 1 or on its wall, of the charge induced
on the cylinder by a unit line charge at `w` inside it (Gaussian units). -/
def imagePotential (w z : ℂ) : ℝ := 2 * Real.log ‖1 - z * conj w‖

/-- Total potential at `z ≠ w`, inside the grounded cylinder of radius 1 or on its wall, of a unit
line charge at `w` inside the cylinder and of the charge it induces on the cylinder. -/
def totalPotential (w z : ℂ) : ℝ := -2 * Real.log ‖z - w‖ + imagePotential w z

/-- Image energy per unit length of line charges `q i` at the points `z i` inside the cylinder:
half the sum of each charge times the image potential at its place. -/
def imageEnergy (q : ι → ℝ) (z : ι → ℂ) : ℝ :=
  1 / 2 * ∑ i, ∑ j, q i * q j * imagePotential (z j) (z i)

/-- The `n`-th multipole moment of the line charges about the cylinder axis. -/
def multipole (q : ι → ℝ) (z : ι → ℂ) (n : ℕ) : ℂ := ∑ i, (q i : ℂ) * z i ^ n

/-- For two points inside the unit cylinder, the product of one with the conjugate of the other
has modulus below 1. -/
lemma norm_mul_conj_lt_one {z w : ℂ} (hz : ‖z‖ < 1) (hw : ‖w‖ < 1) : ‖z * conj w‖ < 1 := by
  rw [norm_mul, RCLike.norm_conj]
  exact mul_lt_one_of_nonneg_of_lt_one_left (norm_nonneg _) hz hw.le

/-- The wall is grounded: for a line charge inside the cylinder, every wall point is away from
the charge and has total potential zero. -/
theorem totalPotential_wall {w z : ℂ} (hw : ‖w‖ < 1) (hz : ‖z‖ = 1) :
    z ≠ w ∧ totalPotential w z = 0 := by
  refine ⟨fun h => by rw [h] at hz; linarith, ?_⟩
  have hz1 : z * conj z = 1 := by
    rw [Complex.mul_conj, Complex.normSq_eq_norm_sq, hz]
    simp
  -- on the wall `1 - z * conj w` has the same modulus as `z - w`
  have h : 1 - z * conj w = z * conj (z - w) := by rw [map_sub, mul_sub, hz1]
  rw [totalPotential, imagePotential, h, norm_mul, RCLike.norm_conj, hz, one_mul]
  ring

/-- Inside the cylinder, the image potential of a unit line charge at `w` off the axis is that of
an opposite line charge at the inverse point `1 / conj w`, up to a constant. -/
theorem imagePotential_eq_inverse_point {w z : ℂ} (hw0 : w ≠ 0) (hw : ‖w‖ < 1) (hz : ‖z‖ < 1) :
    imagePotential w z = 2 * Real.log ‖z - (conj w)⁻¹‖ + 2 * Real.log ‖w‖ := by
  have hc : conj w ≠ 0 := by simpa using hw0
  have h1 : 1 - z * conj w = -((z - (conj w)⁻¹) * conj w) := by
    rw [sub_mul, inv_mul_cancel₀ hc]
    ring
  have hne : z - (conj w)⁻¹ ≠ 0 := by
    intro h
    have h2 : z * conj w = 1 := by rw [sub_eq_zero.mp h, inv_mul_cancel₀ hc]
    have h3 := norm_mul_conj_lt_one hz hw
    rw [h2, norm_one] at h3
    exact lt_irrefl _ h3
  rw [imagePotential, h1, norm_neg, norm_mul, RCLike.norm_conj,
    Real.log_mul (norm_ne_zero_iff.mpr hne) (norm_ne_zero_iff.mpr hw0)]
  ring

/-- The image energy is the double sum of `q i * q j * ln |1 - z i * conj (z j)|`. -/
theorem imageEnergy_eq (q : ι → ℝ) (z : ι → ℂ) :
    imageEnergy q z = ∑ i, ∑ j, q i * q j * Real.log ‖1 - z i * conj (z j)‖ := by
  rw [imageEnergy, Finset.mul_sum]
  refine Finset.sum_congr rfl fun i _ => ?_
  rw [Finset.mul_sum]
  refine Finset.sum_congr rfl fun j _ => ?_
  rw [imagePotential]
  ring

/-- Multipole series of the logarithmic potential: for `|w| < 1`, `-ln |1 - w|` is the sum of
`Re (w ^ n) / n` over `n ≥ 1`. -/
theorem hasSum_neg_log_norm {w : ℂ} (hw : ‖w‖ < 1) :
    HasSum (fun n : ℕ => (w ^ (n + 1)).re / ((n : ℝ) + 1)) (-Real.log ‖1 - w‖) := by
  have h := Complex.reCLM.hasSum
    ((hasSum_nat_add_iff' 1).mpr (Complex.hasSum_taylorSeries_neg_log hw))
  convert h using 1
  · funext n
    show _ = (w ^ (n + 1) / ((n + 1 : ℕ) : ℂ)).re
    rw [Complex.div_natCast_re, Nat.cast_add, Nat.cast_one]
  · simp [Complex.log_re]

/-- The squared modulus of a multipole moment is a double sum over pairs of charges. -/
theorem norm_sq_multipole (q : ι → ℝ) (z : ι → ℂ) (n : ℕ) :
    ‖multipole q z n‖ ^ 2 = ∑ i, ∑ j, q i * q j * ((z i * conj (z j)) ^ n).re := by
  have h : ‖multipole q z n‖ ^ 2 = (multipole q z n * conj (multipole q z n)).re := by
    rw [Complex.mul_conj, Complex.ofReal_re, Complex.normSq_eq_norm_sq]
  rw [h, multipole, map_sum, Finset.sum_mul_sum, Complex.re_sum]
  refine Finset.sum_congr rfl fun i _ => ?_
  rw [Complex.re_sum]
  refine Finset.sum_congr rfl fun j _ => ?_
  have h2 : (q i : ℂ) * z i ^ n * conj ((q j : ℂ) * z j ^ n)
      = ((q i * q j : ℝ) : ℂ) * (z i * conj (z j)) ^ n := by
    rw [map_mul, map_pow, Complex.conj_ofReal, mul_pow]
    push_cast
    ring
  rw [h2, Complex.re_ofReal_mul]

/-- For line charges inside the grounded cylinder, the image energy is minus the sum over `n ≥ 1`
of the squared modulus of the `n`-th multipole moment divided by `n`. -/
theorem hasSum_imageEnergy (q : ι → ℝ) {z : ι → ℂ} (hz : ∀ i, ‖z i‖ < 1) :
    HasSum (fun n : ℕ => ‖multipole q z (n + 1)‖ ^ 2 / ((n : ℝ) + 1)) (-imageEnergy q z) := by
  -- add up the logarithmic series over all pairs of charges
  have h := hasSum_sum (s := Finset.univ) fun i _ => hasSum_sum (s := Finset.univ) fun j _ =>
    (hasSum_neg_log_norm (norm_mul_conj_lt_one (hz i) (hz j))).mul_left (q i * q j)
  have hf : (fun n : ℕ => ‖multipole q z (n + 1)‖ ^ 2 / ((n : ℝ) + 1)) = fun n : ℕ =>
      ∑ i, ∑ j, q i * q j * (((z i * conj (z j)) ^ (n + 1)).re / ((n : ℝ) + 1)) := by
    funext n
    rw [norm_sq_multipole, Finset.sum_div]
    refine Finset.sum_congr rfl fun i _ => ?_
    rw [Finset.sum_div]
    exact Finset.sum_congr rfl fun j _ => mul_div_assoc _ _ _
  have hE : -imageEnergy q z
      = ∑ i, ∑ j, q i * q j * -Real.log ‖1 - z i * conj (z j)‖ := by
    rw [imageEnergy_eq]
    simp only [mul_neg, Finset.sum_neg_distrib]
  rw [hf, hE]
  exact h

/-- The image energy of line charges inside the grounded cylinder is never positive. -/
theorem imageEnergy_nonpos (q : ι → ℝ) {z : ι → ℂ} (hz : ∀ i, ‖z i‖ < 1) :
    imageEnergy q z ≤ 0 := by
  have h := (hasSum_imageEnergy q hz).nonneg fun n => by positivity
  linarith

/-- If line charges at distinct points have no multipole moment of order `n ≥ 1`, then every
charge off the axis is zero. -/
theorem charge_eq_zero_of_multipole (q : ι → ℝ) {z : ι → ℂ} (hinj : Function.Injective z)
    (hM : ∀ n, multipole q z (n + 1) = 0) (k : ι) (hk : z k ≠ 0) : q k = 0 := by
  classical
  have hP : ∀ P : Polynomial ℂ, ∑ i, (q i : ℂ) * z i * P.eval (z i) = 0 := by
    intro P
    induction P using Polynomial.induction_on' with
    | add p r hp hr =>
      simp only [Polynomial.eval_add, mul_add, Finset.sum_add_distrib, hp, hr, add_zero]
    | monomial n a =>
      have h : ∑ i, (q i : ℂ) * z i * (Polynomial.monomial n a).eval (z i)
          = a * multipole q z (n + 1) := by
        rw [multipole, Finset.mul_sum]
        refine Finset.sum_congr rfl fun i _ => ?_
        rw [Polynomial.eval_monomial]
        ring
      rw [h, hM n, mul_zero]
  -- a polynomial that vanishes at every charge but the `k`-th
  have h := hP (∏ j ∈ Finset.univ.erase k, (Polynomial.X - Polynomial.C (z j)))
  simp only [Polynomial.eval_prod, Polynomial.eval_sub, Polynomial.eval_X,
    Polynomial.eval_C] at h
  have hzero : ∀ b ∈ Finset.univ, b ≠ k →
      (q b : ℂ) * z b * ∏ j ∈ Finset.univ.erase k, (z b - z j) = 0 := by
    intro b _ hb
    have hmem : b ∈ Finset.univ.erase k := Finset.mem_erase.mpr ⟨hb, Finset.mem_univ b⟩
    rw [Finset.prod_eq_zero hmem (sub_self (z b)), mul_zero]
  rw [Finset.sum_eq_single k hzero (fun hn => absurd (Finset.mem_univ k) hn)] at h
  have hne : ∏ j ∈ Finset.univ.erase k, (z k - z j) ≠ 0 :=
    Finset.prod_ne_zero_iff.mpr fun j hj =>
      sub_ne_zero.mpr fun e => Finset.ne_of_mem_erase hj (hinj e).symm
  have hq := (mul_eq_zero.mp ((mul_eq_zero.mp h).resolve_right hne)).resolve_right hk
  exact_mod_cast hq

/-- For line charges at distinct points inside the grounded cylinder, the image energy is zero
exactly when every charge off the axis is zero. -/
theorem imageEnergy_eq_zero_iff (q : ι → ℝ) {z : ι → ℂ} (hz : ∀ i, ‖z i‖ < 1)
    (hinj : Function.Injective z) :
    imageEnergy q z = 0 ↔ ∀ i, z i ≠ 0 → q i = 0 := by
  constructor
  · intro h0
    have h := hasSum_imageEnergy q hz
    rw [h0, neg_zero] at h
    -- a vanishing sum of nonnegative terms has only zero terms
    have hf := (hasSum_zero_iff_of_nonneg (fun n => by positivity)).mp h
    refine charge_eq_zero_of_multipole q hinj fun n => ?_
    have hn : ‖multipole q z (n + 1)‖ ^ 2 / ((n : ℝ) + 1) = 0 := congrFun hf n
    have hpos : (n : ℝ) + 1 ≠ 0 := by positivity
    exact norm_eq_zero.mp (pow_eq_zero_iff two_ne_zero |>.mp
      ((div_eq_zero_iff.mp hn).resolve_right hpos))
  · intro hq
    rw [imageEnergy_eq]
    refine Finset.sum_eq_zero fun i _ => Finset.sum_eq_zero fun j _ => ?_
    by_cases hi : z i = 0
    · simp [hi]
    · simp [hq i hi]

end

end GroundedCylinder
```

```lean
#print axioms GroundedCylinder.totalPotential_wall
-- 'GroundedCylinder.totalPotential_wall' depends on axioms: [propext, Classical.choice, Quot.sound]
#print axioms GroundedCylinder.imagePotential_eq_inverse_point
-- 'GroundedCylinder.imagePotential_eq_inverse_point' depends on axioms: [propext, Classical.choice, Quot.sound]
#print axioms GroundedCylinder.imageEnergy_nonpos
-- 'GroundedCylinder.imageEnergy_nonpos' depends on axioms: [propext, Classical.choice, Quot.sound]
#print axioms GroundedCylinder.imageEnergy_eq_zero_iff
-- 'GroundedCylinder.imageEnergy_eq_zero_iff' depends on axioms: [propext, Classical.choice, Quot.sound]
```

## How Lean assembles the series

`totalPotential_wall` and `imagePotential_eq_inverse_point` rest on the two factorisations of $1-z\bar w$ given above. The first also proves `z ≠ w`, so its logarithm is never taken at zero.

`hasSum_neg_log_norm` applies the real-part map `Complex.reCLM` to Mathlib's Taylor series for the complex logarithm, after removing the zeroth term. Its `w` is the $u$ of the derivation. `norm_sq_multipole` expands $M_n\overline{M_n}$ with `Finset.sum_mul_sum`.

In `hasSum_imageEnergy`, two uses of `hasSum_sum` add the series over all pairs, and `mul_left` supplies the factors $q_iq_j$. The equation `hf` identifies the resulting terms with the squared moments, and `hE` identifies the total with minus the energy. `imageEnergy_nonpos` then needs only that each term is nonnegative.

`charge_eq_zero_of_multipole` proves the polynomial identity by induction, with one case for sums and one for monomials. It then inserts the product over `Finset.univ.erase k`, and `Finset.sum_eq_single` keeps the $k$-th term. For the forward direction of `imageEnergy_eq_zero_iff`, `hasSum_zero_iff_of_nonneg` turns zero energy into vanishing moments; the converse splits on whether `z i = 0`.
